# For 0 < Zα < √3/2, Casimir's hyperfine factor exceeds one, rises with Zα and falls with j + 1/2

## Radial exponent and correction factor

Let $x = Z\alpha$ be the Coulomb strength of a nucleus of charge $Z$, with $\alpha$ the fine-structure constant, and let $k = j + 1/2$ for an electron of total angular momentum $j$. Near a point nucleus the Dirac radial functions, with the factor $1/r$ split off, behave as $r^g$, where
$$g = \sqrt{k^2 - x^2}.$$
For a weakly bound electron, whose binding energy can be neglected near the nucleus, Casimir's factor multiplies the nonrelativistic magnetic hyperfine splitting (for a tightly bound state such as hydrogen-like 1s the exact factor is different):
$$F(k,x) = \frac{k(4k^2-1)}{g(4g^2-1)}.$$

The hyperfine integral behaves as $\int r^{2g-2}\,dr$ at the origin and converges only for $g > 1/2$. For $k = 1$ this means $x < \sqrt3/2$, which is the bound used below.

## Three inequalities and two limits

Let $k \ge 1$ be real.

- If $0 < x < \sqrt3/2$, then $F(k,x) > 1$.
- At fixed $k$, $F$ strictly increases in $x$ on $[0, \sqrt3/2)$.
- At fixed $x$ in $(0, \sqrt3/2)$, $F$ strictly decreases in $k$ on $[1,\infty)$.

In addition, $F(k,x) \to 1$ as $k \to \infty$ at any fixed $x$, and $F(1,x) \to \infty$ as $x \to \sqrt3/2$ from below.

Within this approximation, the relative correction to a nonrelativistic hyperfine constant is therefore largest at high $Z$ and low $j$.

## Derivation from one cubic

On the stated region $x^2 + 1/4 < 1 \le k^2$, so $g^2 = k^2 - x^2 > 1/4$ and $g > 1/2$. Put $p(t) = t(4t^2-1)$, so that $F = p(k)/p(g)$. For $1/2 < a < b$,
$$p(b) - p(a) = (b-a)\bigl(4(a^2+ab+b^2)-1\bigr) > 0,$$
and $p$ is positive there.

**Size.** If $x > 0$, then $1/2 < g < k$. Hence $p(g) < p(k)$ and $F > 1$.

**Charge.** If $0 \le x < y$, the exponent at $y$ is smaller than at $x$. The denominator falls, the numerator $p(k) > 0$ stays fixed, and $F$ rises.

**Angular momentum.** Let $k < l$, with exponents $g$ and $G$ at the same $x > 0$. Write $F$ as the product of $k/g$ and $(4k^2-1)/(4g^2-1)$. Both decrease, because
$$k^2G^2 - l^2g^2 = x^2(l^2-k^2) > 0,$$
$$(4k^2-1)(4G^2-1) - (4l^2-1)(4g^2-1) = 16x^2(l^2-k^2) > 0.$$
All the quantities are positive, so the product decreases too.

**Limits.** The two factors equal
$$\sqrt{1 + \frac{x^2}{k^2-x^2}} \quad\text{and}\quad 1 + \frac{4x^2}{4(k^2-x^2)-1},$$
and both tend to 1 as $k$ grows. For $k = 1$ the numerator is 3, while $g \to 1/2$ sends the denominator to zero through positive values.

## Numbers at x = 3/5

For $k = 1$, $g = 4/5$ and $F = 3/(0.8 \cdot 1.56) \approx 2.404$. For $k = 2$, $g = \sqrt{3.64} \approx 1.908$ and $F \approx 30/(1.908 \cdot 13.56) \approx 1.160$.

## The Lean file

`diracGamma k x` is $g$ and `casimirFactor k x` is $F$. Both take real arguments, so the physical values $k = 1, 2, \dots$ are included. `Ioo`, `Ico` and `Ici` are the intervals $(a,b)$, $[a,b)$ and $[a,\infty)$; `StrictMonoOn` and `StrictAntiOn` mean strictly increasing and strictly decreasing on a set. The factor enters as a definition: it is not derived from the Dirac equation, and finite nuclear size and electron screening are absent.

```lean
import Mathlib

open Filter Topology Set

namespace CasimirHyperfine

noncomputable section

/-- The relativistic radial exponent `g = √(k² - x²)` of a Dirac electron with `k = j + 1/2`
in a Coulomb field of strength `x = Zα`. -/
def diracGamma (k x : ℝ) : ℝ := √(k ^ 2 - x ^ 2)

/-- Casimir's relativistic correction factor for the magnetic hyperfine splitting,
`F = k(4k² - 1) / (g(4g² - 1))`. -/
def casimirFactor (k x : ℝ) : ℝ :=
  k * (4 * k ^ 2 - 1) / (diracGamma k x * (4 * diracGamma k x ^ 2 - 1))

/-- When `x² + 1/4 < k²`, the square of the radial exponent is `k² - x²`. -/
theorem diracGamma_sq {k x : ℝ} (h : x ^ 2 + 1 / 4 < k ^ 2) :
    diracGamma k x ^ 2 = k ^ 2 - x ^ 2 :=
  Real.sq_sqrt (by linarith)

/-- When `x² + 1/4 < k²`, the denominator of the Casimir factor is positive. -/
theorem denominator_pos {k x : ℝ} (h : x ^ 2 + 1 / 4 < k ^ 2) :
    0 < diracGamma k x * (4 * diracGamma k x ^ 2 - 1) := by
  have hg : 0 < diracGamma k x := Real.sqrt_pos.2 (by linarith)
  have hs := diracGamma_sq h
  exact mul_pos hg (by linarith)

/-- The cubic `t(4t² - 1)` strictly increases for `t > 1/2`. -/
theorem cubic_lt {a b : ℝ} (ha : 1 / 2 < a) (hab : a < b) :
    a * (4 * a ^ 2 - 1) < b * (4 * b ^ 2 - 1) := by
  have h1 : 1 / 4 < a ^ 2 := by nlinarith
  have h2 : 0 < a * b := mul_pos (by linarith) (by linarith)
  have h3 : 0 < (b - a) * (4 * (a ^ 2 + a * b + b ^ 2) - 1) :=
    mul_pos (by linarith) (by linarith [sq_nonneg b])
  linarith [show (b - a) * (4 * (a ^ 2 + a * b + b ^ 2) - 1)
    = b * (4 * b ^ 2 - 1) - a * (4 * a ^ 2 - 1) by ring]

theorem half_lt_diracGamma {k x : ℝ} (h : x ^ 2 + 1 / 4 < k ^ 2) :
    1 / 2 < diracGamma k x :=
  Real.lt_sqrt_of_sq_lt (by linarith)

/-- For `k > 0` and `x ≠ 0` with `x² + 1/4 < k²`, the Casimir factor exceeds one. -/
theorem one_lt_casimirFactor {k x : ℝ} (hk : 0 < k) (hx : x ≠ 0)
    (h : x ^ 2 + 1 / 4 < k ^ 2) : 1 < casimirFactor k x := by
  have hx2 : 0 < x ^ 2 := by positivity
  have hg : diracGamma k x < k := (Real.sqrt_lt' hk).2 (by linarith)
  rw [casimirFactor, one_lt_div (denominator_pos h)]
  exact cubic_lt (half_lt_diracGamma h) hg

/-- At fixed `k > 0`, raising the Coulomb strength from `x ≥ 0` to `y` with `y² + 1/4 < k²` gives a
larger Casimir factor. -/
theorem casimirFactor_lt_of_charge_lt {k x y : ℝ} (hk : 0 < k) (hx : 0 ≤ x) (hxy : x < y)
    (h : y ^ 2 + 1 / 4 < k ^ 2) : casimirFactor k x < casimirFactor k y := by
  have hsq : x ^ 2 < y ^ 2 := pow_lt_pow_left₀ hxy hx two_ne_zero
  -- the radial exponent falls as the field grows
  have hg : diracGamma k y < diracGamma k x :=
    Real.sqrt_lt_sqrt (by linarith) (by linarith)
  have hn : 0 < k * (4 * k ^ 2 - 1) := mul_pos hk (by linarith [sq_nonneg y])
  exact div_lt_div_of_pos_left hn (denominator_pos h) (cubic_lt (half_lt_diracGamma h) hg)

/-- At fixed `x ≠ 0`, raising `k > 0` to a larger `l` gives a smaller Casimir factor, provided `x² +
1/4 < k²`. -/
theorem casimirFactor_lt_of_k_lt {k l x : ℝ} (hk : 0 < k) (hkl : k < l) (hx : x ≠ 0)
    (h : x ^ 2 + 1 / 4 < k ^ 2) : casimirFactor l x < casimirFactor k x := by
  have hsq : k ^ 2 < l ^ 2 := pow_lt_pow_left₀ hkl hk.le two_ne_zero
  have h' : x ^ 2 + 1 / 4 < l ^ 2 := h.trans hsq
  have hx2 : 0 < x ^ 2 := by positivity
  have hp : 0 < x ^ 2 * (l ^ 2 - k ^ 2) := mul_pos hx2 (by linarith)
  have hg := half_lt_diracGamma h
  have hG := half_lt_diracGamma h'
  have gs := diracGamma_sq h
  have Gs := diracGamma_sq h'
  -- the factor k / g decreases
  have h1 : l * diracGamma k x < k * diracGamma l x := by
    refine lt_of_pow_lt_pow_left₀ 2 (mul_nonneg hk.le (by linarith)) ?_
    rw [mul_pow, mul_pow, gs, Gs]
    linarith
  -- the factor (4k² - 1) / (4g² - 1) decreases
  have h2 : (4 * l ^ 2 - 1) * (4 * diracGamma k x ^ 2 - 1)
      < (4 * k ^ 2 - 1) * (4 * diracGamma l x ^ 2 - 1) := by
    rw [gs, Gs]
    linarith
  have h3 := mul_lt_mul'' h1 h2 (mul_nonneg (by linarith) (by linarith))
    (mul_nonneg (by linarith) (by linarith))
  rw [casimirFactor, casimirFactor, div_lt_div_iff₀ (denominator_pos h') (denominator_pos h)]
  linarith

theorem admissible {k x : ℝ} (hk : 1 ≤ k) (hx : 0 ≤ x) (hx' : x < √3 / 2) :
    x ^ 2 + 1 / 4 < k ^ 2 := by
  have h := pow_lt_pow_left₀ hx' hx two_ne_zero
  rw [div_pow, Real.sq_sqrt (by norm_num)] at h
  nlinarith

/-- For `k ≥ 1` and `0 ≤ x < √3/2`, Casimir's hyperfine factor exceeds one when `x > 0`, strictly
increases with `x`, and at each `x > 0` strictly decreases with `k = j + 1/2`. -/
theorem casimir_correction_monotone :
    (∀ k : ℝ, 1 ≤ k → ∀ x ∈ Ioo 0 (√3 / 2), 1 < casimirFactor k x) ∧
    (∀ k : ℝ, 1 ≤ k → StrictMonoOn (fun x => casimirFactor k x) (Ico 0 (√3 / 2))) ∧
    (∀ x ∈ Ioo 0 (√3 / 2), StrictAntiOn (fun k => casimirFactor k x) (Ici 1)) := by
  refine ⟨fun k hk x hx => ?_, fun k hk x hx y hy hxy => ?_, fun x hx k hk l _ hkl => ?_⟩
  · exact one_lt_casimirFactor (by linarith) hx.1.ne' (admissible hk hx.1.le hx.2)
  · exact casimirFactor_lt_of_charge_lt (by linarith) hx.1 hxy (admissible hk hy.1 hy.2)
  · exact casimirFactor_lt_of_k_lt (lt_of_lt_of_le one_pos hk) hkl hx.1.ne'
      (admissible hk hx.1.le hx.2)

/-- At fixed Coulomb strength the Casimir factor tends to one as `k` grows. -/
theorem casimirFactor_tendsto_one (x : ℝ) :
    Tendsto (fun k => casimirFactor k x) atTop (𝓝 1) := by
  have hq : Tendsto (fun k : ℝ => k ^ 2 - x ^ 2) atTop atTop := by
    simpa only [sub_eq_add_neg] using
      tendsto_atTop_add_const_right atTop (-x ^ 2) (tendsto_pow_atTop (α := ℝ) two_ne_zero)
  have hr : Tendsto (fun k : ℝ => 4 * (k ^ 2 - x ^ 2) - 1) atTop atTop := by
    simpa only [sub_eq_add_neg] using
      tendsto_atTop_add_const_right atTop (-1 : ℝ)
        (hq.const_mul_atTop (show (0 : ℝ) < 4 by norm_num))
  have hlim := (((hq.const_div_atTop (x ^ 2)).const_add 1).sqrt).mul
    ((hr.const_div_atTop (4 * x ^ 2)).const_add 1)
  rw [add_zero, Real.sqrt_one, mul_one] at hlim
  refine hlim.congr' ?_
  filter_upwards [eventually_gt_atTop (|x| + 1)] with k hk
  have hk0 : 0 < k := by linarith [abs_nonneg x]
  have h : x ^ 2 + 1 / 4 < k ^ 2 := by
    have := pow_lt_pow_left₀ hk (by positivity) two_ne_zero
    nlinarith [abs_nonneg x, sq_abs x]
  have hg := half_lt_diracGamma h
  have n1 : k ^ 2 - x ^ 2 ≠ 0 := by linarith
  have n2 : 4 * (k ^ 2 - x ^ 2) - 1 ≠ 0 := by linarith
  -- the two factors are k / g and (4k² - 1) / (4g² - 1)
  have e1 : 1 + x ^ 2 / (k ^ 2 - x ^ 2) = (k / diracGamma k x) ^ 2 := by
    rw [div_pow, diracGamma_sq h, eq_div_iff n1, add_mul, div_mul_cancel₀ _ n1]
    ring
  have e2 : 1 + 4 * x ^ 2 / (4 * (k ^ 2 - x ^ 2) - 1)
      = (4 * k ^ 2 - 1) / (4 * diracGamma k x ^ 2 - 1) := by
    rw [diracGamma_sq h, eq_div_iff n2, add_mul, div_mul_cancel₀ _ n2]
    ring
  rw [e1, e2, Real.sqrt_sq (div_nonneg hk0.le (by linarith)), div_mul_div_comm, casimirFactor]

/-- For `k = 1` the Casimir factor diverges as `x` approaches `√3/2` from below. -/
theorem casimirFactor_diverges :
    Tendsto (fun x => casimirFactor 1 x) (𝓝[<] (√3 / 2)) atTop := by
  have hc : Continuous (fun x => diracGamma 1 x * (4 * diracGamma 1 x ^ 2 - 1)) := by
    unfold diracGamma
    fun_prop
  have hv : diracGamma 1 (√3 / 2) = 1 / 2 := by
    have e : (1 : ℝ) ^ 2 - (√3 / 2) ^ 2 = (1 / 2) ^ 2 := by
      rw [div_pow, Real.sq_sqrt (by norm_num)]
      norm_num
    rw [diracGamma, e, Real.sqrt_sq (by norm_num)]
  -- the denominator tends to zero through positive values
  have h0 : Tendsto (fun x => diracGamma 1 x * (4 * diracGamma 1 x ^ 2 - 1))
      (𝓝[<] (√3 / 2)) (𝓝[>] 0) := by
    refine tendsto_nhdsWithin_iff.2 ⟨?_, ?_⟩
    · have ht : Tendsto (fun x => diracGamma 1 x * (4 * diracGamma 1 x ^ 2 - 1))
          (𝓝[<] (√3 / 2))
          (𝓝 (diracGamma 1 (√3 / 2) * (4 * diracGamma 1 (√3 / 2) ^ 2 - 1))) :=
        (hc.tendsto _).mono_left nhdsWithin_le_nhds
      rwa [hv, show (1 / 2 : ℝ) * (4 * (1 / 2) ^ 2 - 1) = 0 by norm_num] at ht
    · filter_upwards [Ioo_mem_nhdsLT (show (0 : ℝ) < √3 / 2 by positivity)] with x hx
      exact denominator_pos (admissible le_rfl hx.1.le hx.2)
  have h1 := (tendsto_inv_nhdsGT_zero.comp h0).const_mul_atTop
    (show (0 : ℝ) < 1 * (4 * 1 ^ 2 - 1) by norm_num)
  exact h1.congr fun x => by
    simp only [casimirFactor, div_eq_mul_inv, Function.comp_apply]

end

end CasimirHyperfine
```

```lean
#print axioms CasimirHyperfine.one_lt_casimirFactor
#print axioms CasimirHyperfine.casimir_correction_monotone
#print axioms CasimirHyperfine.casimirFactor_tendsto_one
#print axioms CasimirHyperfine.casimirFactor_diverges
```

```
'CasimirHyperfine.one_lt_casimirFactor' depends on axioms: [propext, Classical.choice, Quot.sound]
'CasimirHyperfine.casimir_correction_monotone' depends on axioms: [propext, Classical.choice, Quot.sound]
'CasimirHyperfine.casimirFactor_tendsto_one' depends on axioms: [propext, Classical.choice, Quot.sound]
'CasimirHyperfine.casimirFactor_diverges' depends on axioms: [propext, Classical.choice, Quot.sound]
```

## How the proof follows the algebra

The lemmas for the three inequalities work on the larger domain $x^2 + 1/4 < k^2$ with $k > 0$; `admissible` shows that it contains the stated region. `diracGamma_sq`, `half_lt_diracGamma` and `denominator_pos` supply $g^2 = k^2 - x^2$, $g > 1/2$ and $p(g) > 0$, and `cubic_lt` is the factorisation of $p(b) - p(a)$.

`one_lt_casimirFactor` and `casimirFactor_lt_of_charge_lt` compare exponents and then apply `cubic_lt`. In `casimirFactor_lt_of_k_lt`, `h1` and `h2` are the two cross-multiplied comparisons, the first obtained by squaring; `mul_lt_mul''` multiplies them. `casimir_correction_monotone` collects the three results.

`casimirFactor_tendsto_one` takes the limit of the two rewritten factors and identifies their product with $F$ once $k > |x| + 1$. `casimirFactor_diverges` uses continuity for the denominator's limit and `denominator_pos` for its sign, then inverts.
